# Wick Recursion for Vacuum Expectations of Bosonic Fields with Scalar Contractions

Let $X_i=A_i+B_i$ be elements of a complex algebra, where the $A_i$ commute with each other and $[A_i,B_j]=c(i,j)\,1$ with complex numbers $c(i,j)$. Let $f$ be a linear functional with $f(YA_i)=0$ and $f(B_iY)=0$ for every $Y$ in the algebra. Then, for any labels $i,l_0,\dots,l_{m-1}$ with $m\ge 0$,

$$f(X_iX_{l_0}\cdots X_{l_{m-1}})=\sum_{k=0}^{m-1}c(i,l_k)\,f\big(X_{l_0}\cdots\widehat{X_{l_k}}\cdots X_{l_{m-1}}\big),$$

where the hat marks a factor left out. Repeating the step reduces $f$ of any product of the $X_i$ to a sum over pairings, times $f(1)$.

## Displacements in a harmonic crystal

Once zero-frequency motions such as uniform translation are left out, the displacement of an atom in a harmonic crystal is a sum of phonon annihilation and creation operators. Ground-state averages of products of displacements occur, for example, when anharmonic terms are treated by perturbation theory.

Write $X_i=\sum_q(g_{iq}a_q+\overline{g_{iq}}\,a_q^\dagger)$, where $q$ runs over finitely many modes, $a_q$ and $a_q^\dagger$ are the usual ladder operators and $g_{iq}$ are complex amplitudes. The annihilation part is $A_i$, the creation part is $B_i$, and $c(i,j)=\sum_q g_{iq}\overline{g_{jq}}$. With $f(Y)=\langle 0|Y|0\rangle$, the two conditions on $f$ follow from $a_q|0\rangle=0$ and $\langle 0|a_q^\dagger=0$.

The recursion thus evaluates such averages in the phonon vacuum, the ground state of the harmonic crystal. Fermions would need anticommutators and signs. A thermal average at positive temperature violates the conditions on $f$ for this splitting into $A_i$ and $B_i$.

## The statement in Lean

The labels form an arbitrary type `ι`, and `R` is a ring with the structure of a complex algebra. The list `l` holds the labels $l_0,\dots,l_{m-1}$, with repetitions allowed, and `word A B l` is the product of the corresponding fields in the order written. The empty product is $1$. Positions count from zero: `l.get k` is $l_k$, and `l.eraseIdx k` is the list without position $k$.

The predicate `IsVacuum A B c f` collects the hypotheses:

- `comm`: the annihilation parts commute, as for bosonic modes.
- `contraction`: $[A_i,B_j]$ is the number $c(i,j)$ times the identity, as for fields linear in the ladder operators.
- `right_zero`: the annihilation parts destroy the vacuum on the right.
- `left_zero`: the creation parts vanish against the vacuum on the left.

The letters $A_i$ and $B_i$ replace the textbook $a$ and $a^\dagger$, but $B_i$ need not be an adjoint of $A_i$. The $B_i$ need not commute, $c$ need not be symmetric, and $f$ need be neither positive nor normalised.

`wick_recursion` is the formula at the top. `wick_theorem` states that $f$ of a product equals `pairingSum c l` times $f(1)$; for a normalised vacuum, $f(1)=1$ and the pairing sum is the expectation itself. This is a statement about expectations of products in the order written. It does not expand the operator product into normal-ordered terms, and no time ordering enters.

To apply it to Fock space, one must supply an algebra that contains the fields. Ladder operators are unbounded, so they have to act on a common domain that they map into itself.

## Moving the annihilation part to the right

Write $W(l)=X_{l_0}\cdots X_{l_{m-1}}$, and let $l\setminus k$ be the list without position $k$. Passing one field gives

$$A_iX_j=A_iA_j+A_iB_j=A_jA_i+B_jA_i+c(i,j)=X_jA_i+c(i,j).$$

For a whole product the claim is

$$A_iW(l)=W(l)A_i+\sum_{k=0}^{m-1}c(i,l_k)\,W(l\setminus k).$$

For the empty list both sides are $A_i$. If the claim holds for $l$, then with one more field $X_j$ in front,

$$\begin{aligned}A_iX_jW(l)&=X_jA_iW(l)+c(i,j)W(l)\\&=X_jW(l)A_i+c(i,j)W(l)+\sum_{k=0}^{m-1}c(i,l_k)\,X_jW(l\setminus k).\end{aligned}$$

The second term omits the new field $X_j$, and the terms in the sum omit one of the old ones. This is the claim for the longer list.

Now apply $f$. Since $f(B_iW(l))=0$ and $f(W(l)A_i)=0$,

$$f(X_iW(l))=f(A_iW(l))=\sum_{k=0}^{m-1}c(i,l_k)\,f(W(l\setminus k)).$$

## From one contraction to all pairings

Define the pairing sum $P$ by $P(\varnothing)=1$ and

$$P(i,l)=\sum_{k=0}^{m-1}c(i,l_k)\,P(l\setminus k).$$

For the empty list, $f(W(\varnothing))=f(1)=P(\varnothing)f(1)$. If $f(W)=Pf(1)$ holds for all shorter lists, the recursion gives

$$f(X_iW(l))=\sum_{k=0}^{m-1}c(i,l_k)\,P(l\setminus k)\,f(1)=P(i,l)\,f(1).$$

In each contraction the earlier label comes first.

The smallest cases are $f(X_i)=0$, where the sum is empty, and $f(X_iX_j)=c(i,j)f(1)$. Each contraction removes two fields, so an odd product always comes down to a single field and has expectation zero.

For four fields, let $i,j,k,l$ all be labels. Then $P(i,j,k,l)=c(i,j)P(k,l)+c(i,k)P(j,l)+c(i,l)P(j,k)$, and $P(a,b)=c(a,b)$ for two labels $a,b$. Hence

$$f(X_iX_jX_kX_l)=\big(c(i,j)c(k,l)+c(i,k)c(j,l)+c(i,l)c(j,k)\big)f(1).$$

## A displaced field breaks the recursion

On complex polynomials in $x$, take a single label with $A=d/dx$ and $B=x+\lambda$, where $\lambda\neq0$ is a complex number. Let $f(T)$ be the constant coefficient of $T(1)$. Then $[A,B]=1$ and $f(YA)=0$, but $f(B)=\lambda$. The field $X=A+B$ has $f(X)=\lambda$, while the recursion would give zero. Given the other hypotheses, the one-field case requires $f(B_i)=0$. Physically, the field has a nonzero mean, which must be subtracted first.

## The complete Lean file

```lean
import Mathlib

namespace WickVacuumExpectation

noncomputable section

variable {ι R : Type*} [Ring R] [Algebra ℂ R]

/-- The ordered product of the fields `X i = A i + B i` along a list of labels. -/
def word (A B : ι → R) (l : List ι) : R := (l.map fun i => A i + B i).prod

/-- The annihilation parts `A i` commute with each other, the commutator of `A i` with the
creation part `B j` is the scalar `c i j`, and the linear functional `f` vanishes on every
product with some `A i` on the far right or some `B i` on the far left. -/
structure IsVacuum (A B : ι → R) (c : ι → ι → ℂ) (f : R →ₗ[ℂ] ℂ) : Prop where
  comm : ∀ i j, A i * A j = A j * A i
  contraction : ∀ i j, A i * B j - B j * A i = c i j • (1 : R)
  right_zero : ∀ Y i, f (Y * A i) = 0
  left_zero : ∀ i Y, f (B i * Y) = 0

/-- The sum over all complete pairings of a list of labels of the product of the contractions
`c`, built by pairing the first label with each later one in turn. -/
def pairingSum (c : ι → ι → ℂ) : List ι → ℂ
  | [] => 1
  | i :: l => ∑ k : Fin l.length, c i (l.get k) * pairingSum c (l.eraseIdx k)
termination_by l => l.length
decreasing_by exact Nat.lt_succ_of_le (List.eraseIdx_sublist _ _).length_le

omit [Algebra ℂ R] in
/-- The first field of a product can be split off on the left. -/
theorem word_cons (A B : ι → R) (j : ι) (l : List ι) :
    word A B (j :: l) = (A j + B j) * word A B l := by
  simp [word]

/-- If the `A i` commute and `[A i, B j]` is the scalar `c i j`, then moving `A i` from the left
of a product of fields to its right leaves one contraction for each field passed. -/
theorem annihilator_mul_word {A B : ι → R} {c : ι → ι → ℂ}
    (hA : ∀ i j, A i * A j = A j * A i)
    (hAB : ∀ i j, A i * B j - B j * A i = c i j • (1 : R)) (i : ι) (l : List ι) :
    A i * word A B l = word A B l * A i +
      ∑ k : Fin l.length, c i (l.get k) • word A B (l.eraseIdx k) := by
  induction l with
  | nil => simp [word]
  | cons j l ih =>
    -- passing a single field
    have hX : A i * (A j + B j) = (A j + B j) * A i + c i j • (1 : R) := by
      rw [← hAB i j, mul_add, add_mul, hA i j]
      abel
    -- the contraction with the first field, separated from the others
    have hs : ∑ k : Fin (j :: l).length,
        c i ((j :: l).get k) • word A B ((j :: l).eraseIdx k) =
        c i j • word A B l +
          (A j + B j) * ∑ k : Fin l.length, c i (l.get k) • word A B (l.eraseIdx k) := by
      rw [Finset.mul_sum]
      refine (Fin.sum_univ_succ (n := l.length) _).trans ?_
      refine congrArg₂ (· + ·) rfl (Finset.sum_congr rfl fun k _ => ?_)
      exact (congrArg (c i (l.get k) • ·) (word_cons A B j (l.eraseIdx k))).trans
        (mul_smul_comm _ _ _).symm
    calc A i * word A B (j :: l) = (A i * (A j + B j)) * word A B l := by
          rw [word_cons, mul_assoc]
      _ = (A j + B j) * (A i * word A B l) + c i j • word A B l := by
          rw [hX, add_mul ((A j + B j) * A i), mul_assoc, smul_mul_assoc, one_mul]
      _ = _ := by
          rw [ih, hs, word_cons, mul_add, mul_assoc]
          abel

/-- Wick recursion: the vacuum expectation of a product of fields is the sum, over all later
fields, of the contraction of the first field with that one times the expectation of the product
with both left out. -/
theorem wick_recursion {A B : ι → R} {c : ι → ι → ℂ} {f : R →ₗ[ℂ] ℂ}
    (h : IsVacuum A B c f) (i : ι) (l : List ι) :
    f (word A B (i :: l)) =
      ∑ k : Fin l.length, c i (l.get k) * f (word A B (l.eraseIdx k)) := by
  -- the creation part vanishes on the left, the annihilation part after moving to the right
  rw [word_cons, add_mul, map_add, h.left_zero, add_zero,
    annihilator_mul_word h.comm h.contraction, map_add, h.right_zero, zero_add, map_sum]
  simp only [map_smul, smul_eq_mul]

/-- Wick's theorem for vacuum expectations: the expectation of a product of fields is the sum
over all complete pairings of the products of contractions, times the expectation of `1`. -/
theorem wick_theorem {A B : ι → R} {c : ι → ι → ℂ} {f : R →ₗ[ℂ] ℂ}
    (h : IsVacuum A B c f) : ∀ l : List ι, f (word A B l) = pairingSum c l * f 1
  | [] => by simp [word, pairingSum]
  | i :: l => by
    rw [wick_recursion h, pairingSum, Finset.sum_mul]
    refine Finset.sum_congr rfl fun k _ => ?_
    rw [wick_theorem h (l.eraseIdx k), mul_assoc]
termination_by l => l.length
decreasing_by exact Nat.lt_succ_of_le (List.eraseIdx_sublist _ _).length_le

/-- The vacuum expectation of a product of an odd number of fields is zero. -/
theorem odd_expectation_eq_zero {A B : ι → R} {c : ι → ι → ℂ} {f : R →ₗ[ℂ] ℂ}
    (h : IsVacuum A B c f) : ∀ l : List ι, Odd l.length → f (word A B l) = 0
  | [], hl => absurd hl (by simp)
  | i :: l, hl => by
    rw [wick_recursion h]
    refine Finset.sum_eq_zero fun k _ => ?_
    -- each contraction removes two fields, so the number left is again odd
    have hk := k.isLt
    have hlen : (l.eraseIdx k).length = l.length - 1 := List.length_eraseIdx_of_lt k.isLt
    have hodd : Odd (l.eraseIdx k).length := by
      have h1 := Nat.odd_iff.mp hl
      simp only [List.length_cons] at h1
      rw [hlen, Nat.odd_iff]
      omega
    rw [odd_expectation_eq_zero h (l.eraseIdx k) hodd, mul_zero]
termination_by l _ => l.length
decreasing_by exact Nat.lt_succ_of_le (List.eraseIdx_sublist _ _).length_le

/-- The vacuum expectation of four fields is the sum of three products of two contractions,
times the expectation of `1`. -/
theorem four_point {A B : ι → R} {c : ι → ι → ℂ} {f : R →ₗ[ℂ] ℂ}
    (h : IsVacuum A B c f) (i j k l : ι) :
    f ((A i + B i) * (A j + B j) * (A k + B k) * (A l + B l)) =
      (c i j * c k l + c i k * c j l + c i l * c j k) * f 1 := by
  have h0 : pairingSum c [] = 1 := by rw [pairingSum]
  have h2 : ∀ a b, pairingSum c [a, b] = c a b * pairingSum c [] := by
    intro a b
    have e : pairingSum c [a, b] =
        ∑ m : Fin [b].length, c a ([b].get m) * pairingSum c ([b].eraseIdx m) := by
      rw [pairingSum]
    exact e.trans (Fin.sum_univ_one _)
  have h4 : pairingSum c [i, j, k, l] = c i j * pairingSum c [k, l] +
      c i k * pairingSum c [j, l] + c i l * pairingSum c [j, k] := by
    rw [pairingSum]
    exact Fin.sum_univ_three _
  have hw : (A i + B i) * (A j + B j) * (A k + B k) * (A l + B l) =
      word A B [i, j, k, l] := by
    simp [word, mul_assoc]
  rw [hw, wick_theorem h, h4, h2, h2, h2, h0]
  ring

/-- The derivative `d/dx` on complex polynomials. -/
def lowering : Module.End ℂ (Polynomial ℂ) := Polynomial.derivative

/-- Multiplication by `x` on complex polynomials. -/
def raising : Module.End ℂ (Polynomial ℂ) := LinearMap.mulLeft ℂ Polynomial.X

/-- The functional that sends an operator `T` on polynomials to the constant coefficient
of `T 1`. -/
def vac : Module.End ℂ (Polynomial ℂ) →ₗ[ℂ] ℂ where
  toFun T := (T 1).coeff 0
  map_add' S T := by simp
  map_smul' a T := by simp

/-- The operators `α i d/dx` and `β i x` on polynomials, with contractions `α i * β j` and the
functional `vac`, satisfy all the vacuum relations, and `vac` is normalised. -/
theorem isVacuum_witness (α β : ι → ℂ) :
    IsVacuum (fun i => α i • lowering) (fun i => β i • raising)
      (fun i j => α i * β j) vac ∧ vac 1 = 1 := by
  -- the canonical commutation relation is the product rule
  have key : lowering * raising - raising * lowering = 1 := by
    refine LinearMap.ext fun p => ?_
    change Polynomial.derivative (Polynomial.X * p) -
      Polynomial.X * Polynomial.derivative p = p
    rw [Polynomial.derivative_mul, Polynomial.derivative_X]
    ring
  refine ⟨⟨fun i j => ?_, fun i j => ?_, fun Y i => ?_, fun i Y => ?_⟩, ?_⟩
  · change (α i • lowering) * (α j • lowering) = (α j • lowering) * (α i • lowering)
    rw [smul_mul_smul_comm, smul_mul_smul_comm, mul_comm (α i)]
  · change (α i • lowering) * (β j • raising) - (β j • raising) * (α i • lowering) =
      (α i * β j) • (1 : Module.End ℂ (Polynomial ℂ))
    rw [smul_mul_smul_comm, smul_mul_smul_comm, mul_comm (β j)]
    exact (smul_sub (α i * β j) (lowering * raising) (raising * lowering)).symm.trans
      (congrArg (fun T => (α i * β j) • T) key)
  · change (Y (α i • Polynomial.derivative (1 : Polynomial ℂ))).coeff 0 = 0
    rw [Polynomial.derivative_one, smul_zero, map_zero, Polynomial.coeff_zero]
  · change (β i • (Polynomial.X * Y 1)).coeff 0 = 0
    simp [Polynomial.coeff_smul, Polynomial.mul_coeff_zero]
  · change (1 : Polynomial ℂ).coeff 0 = 1
    simp

end

end WickVacuumExpectation
```

```lean
#print axioms WickVacuumExpectation.wick_recursion
#print axioms WickVacuumExpectation.four_point
```

```
'WickVacuumExpectation.wick_recursion' depends on axioms: [propext, Classical.choice, Quot.sound]
'WickVacuumExpectation.four_point' depends on axioms: [propext, Classical.choice, Quot.sound]
```

## How the lemmas carry out the derivation

`word_cons` splits off the first field. `annihilator_mul_word` is the operator identity for $A_iW(l)$, proved by induction on the list. Inside it, `hX` passes $A_i$ through one field. The step `hs` uses `Fin.sum_univ_succ` to separate the contraction at position zero from the later ones, and `word_cons` to restore $X_j$ in front of each shortened product. The `calc` block then combines these with the induction hypothesis `ih`, as in the two-line computation above.

In `wick_recursion`, the rewriting follows the order of the calculation by hand: split $X_i$, remove the creation part with `h.left_zero`, move the annihilation part across, and remove it with `h.right_zero`. By linearity, $f$ is then applied to each term of the sum, and the scalar $c(i,l_k)$ is taken out of $f$.

`wick_theorem` applies this recursion repeatedly. The shortened list is generally not the tail of the original one, so the induction is on length; the `termination_by` and `decreasing_by` clauses supply the decrease. `odd_expectation_eq_zero` uses the same induction, with `omega` checking that removing two fields preserves odd parity. `four_point` unfolds the pairing sum into its three terms, and `ring` collects them.

Finally, `isVacuum_witness` gives a concrete one-mode model on polynomials: $A_i=\alpha_i\,d/dx$ and $B_i=\beta_i x$, with complex numbers $\alpha_i,\beta_i$. Its step `key` is the product rule $(xp)'-xp'=p$ for a polynomial $p$, which gives $c(i,j)=\alpha_i\beta_j$. The functional `vac` takes the constant coefficient of $T(1)$. It vanishes on $YA_i$ because the derivative of $1$ is zero, and on $B_iY$ because a multiple of $x$ has no constant term. It also satisfies $f(1)=1$.
